# Symmetric time-odd operators have traceless matrices in a Kramers doublet

## Time reversal as an abstract map

Time reversal is taken here as a conjugate-linear map \(T\) on a complex inner product space \(V\), not as a particular product of spin matrices and complex conjugation. Two properties are postulated:

\[
\langle Tx,Ty\rangle=\langle y,x\rangle,\qquad T^2=-1 .
\]

The first preserves transition probabilities; the second is the sign for an odd number of electrons. The inner product is conjugate-linear in its first slot.

For a unit vector \(\psi\), the states \(\psi\) and \(T\psi\) form the doublet. They are degenerate if \(\psi\) is an eigenstate of a Hamiltonian commuting with \(T\), but no Hamiltonian is needed below. An operator \(A\) enters through its matrix elements

\[
M(A)=\begin{pmatrix}\langle\psi,A\psi\rangle&\langle\psi,AT\psi\rangle\\ \langle T\psi,A\psi\rangle&\langle T\psi,AT\psi\rangle\end{pmatrix},
\]

with rows and columns numbered 0 and 1.

## One identity for both parities

Replacing \(x\) by \(Tx\) in the first property gives

\[
\langle x,Ty\rangle=-\langle y,Tx\rangle .
\]

With \(x=y=\psi\) this yields \(\langle\psi,T\psi\rangle=0\). Also \(\|T\psi\|=\|\psi\|=1\), so the pair is orthonormal.

Let \(A\) be symmetric and let \(A'\) satisfy \(A'T=TA\). Write \(M=M(A)\) and \(M'=M(A')\). Then \(A'\psi=-A'T(T\psi)=-TAT\psi\), and

\[
\begin{aligned}
M'_{00}&=-\langle\psi,TAT\psi\rangle=\langle AT\psi,T\psi\rangle=M_{11},\\
M'_{01}&=\langle\psi,TA\psi\rangle=-\langle A\psi,T\psi\rangle=-M_{01},\\
M'_{10}&=-\langle T\psi,TAT\psi\rangle=-\langle AT\psi,\psi\rangle=-M_{10},\\
M'_{11}&=\langle T\psi,TA\psi\rangle=\langle A\psi,\psi\rangle=M_{00}.
\end{aligned}
\]

Hence \(M(A')=\operatorname{tr}M(A)\,1-M(A)\). If \(A\) commutes with \(T\), put \(A'=A\): then \(M(A)=\tfrac12\operatorname{tr}M(A)\,1\), a scalar matrix. If \(A\) anticommutes with \(T\), put \(A'=-A\): then \(\operatorname{tr}M(A)=0\).

## The effective field and its splitting

Call an operator even if it commutes with \(T\) and odd if it anticommutes with \(T\). For a symmetric odd \(A\), symmetry makes \(M_{00}\) real and \(M_{10}=M_{01}^*\). Therefore \(M(A)=b\cdot\sigma\), with

\[
b_0=\operatorname{Re}M_{01},\quad b_1=-\operatorname{Im}M_{01},\quad b_2=M_{00},
\]

where 0, 1, 2 stand for \(x,y,z\). The real vector \(b\) is called the effective field of \(A\). For three symmetric odd moments \(\mu_k\) in a real field \(B\), take \(A=\sum_k B_k\mu_k\); linearity gives \(b_j=\sum_k B_k g_{kj}\), where \(g_{kj}\) is component \(j\) of the effective field of \(\mu_k\). Signs and units are absorbed into \(\mu_k\). Because the effective field multiplies \(\sigma\) and not the effective spin \(\sigma/2\), this \(g\) is half the conventional \(g\)-matrix when the moments are in Bohr magnetons. Finally,

\[
\det(E-b\cdot\sigma)=E^2-b_2^2-(b_0-ib_1)(b_0+ib_1)=E^2-|b|^2,
\]

so the roots are \(\pm|b|\). For \(A=\sum_k B_k\mu_k\), the matrix \(b\cdot\sigma\) is the effective spin Hamiltonian of a degenerate doublet to first order in the field, measured from its zero-field energy; coupling to other levels is neglected.

## Symmetry is needed

Take \(A=i\,1\). Since \(T(ix)=-iTx\), this operator anticommutes with \(T\), yet its doublet matrix has trace \(2i\). It is not symmetric.

## Moments from a computed doublet

One way to obtain \(g\) is to evaluate the three moment matrices between the two computed states of a doublet and read off the components \(b_j\) of each. A diagonaliser may return any orthonormal basis of the doublet. The traces still vanish, so a trace well above numerical error points to a wrong pair of states or a wrong operator matrix. The rows of \(g\) rotate with the basis, while \(gg^{\mathsf T}\), which fixes the splitting, does not.

## The Lean file

```lean
import Mathlib

open Matrix
open scoped ComplexConjugate

namespace KramersDoubletOperators

noncomputable section

variable {V : Type*} [NormedAddCommGroup V] [InnerProductSpace ℂ V]

/-- A conjugate-linear map `T` is a Kramers time reversal if it is antiunitary and squares
to minus one. -/
structure IsKramers (T : V →ₛₗ[starRingEnd ℂ] V) : Prop where
  anti : ∀ x y, inner ℂ (T x) (T y) = inner ℂ y x
  sq : ∀ x, T (T x) = -x

/-- The array of matrix elements of `A` between the states `ψ` and `T ψ`. -/
def doubletMatrix (T : V →ₛₗ[starRingEnd ℂ] V) (A : V →ₗ[ℂ] V) (ψ : V) :
    Matrix (Fin 2) (Fin 2) ℂ :=
  !![inner ℂ ψ (A ψ), inner ℂ ψ (A (T ψ));
     inner ℂ (T ψ) (A ψ), inner ℂ (T ψ) (A (T ψ))]

/-- The matrix `b · σ` of a real vector `b` contracted with the three Pauli matrices. -/
def pauliDot (b : Fin 3 → ℝ) : Matrix (Fin 2) (Fin 2) ℂ :=
  !![(b 2 : ℂ), (b 0 : ℂ) - Complex.I * (b 1 : ℂ);
     (b 0 : ℂ) + Complex.I * (b 1 : ℂ), -(b 2 : ℂ)]

/-- The real three-vector read off from the first row of the doublet matrix of `A`. -/
def effectiveField (T : V →ₛₗ[starRingEnd ℂ] V) (A : V →ₗ[ℂ] V) (ψ : V) : Fin 3 → ℝ :=
  ![(inner ℂ ψ (A (T ψ))).re, -(inner ℂ ψ (A (T ψ))).im, (inner ℂ ψ (A ψ)).re]

/-- The form `⟪x, T y⟫` is antisymmetric in `x` and `y`. -/
theorem inner_reversal_antisymm {T : V →ₛₗ[starRingEnd ℂ] V} (hT : IsKramers T) (x y : V) :
    inner ℂ x (T y) = -inner ℂ y (T x) := by
  have h := hT.anti (T x) y
  rw [hT.sq, inner_neg_left] at h
  linear_combination -h

/-- A unit vector and its time reverse are orthonormal. -/
theorem doublet_orthonormal {T : V →ₛₗ[starRingEnd ℂ] V} (hT : IsKramers T) {ψ : V}
    (hψ : ‖ψ‖ = 1) : ‖T ψ‖ = 1 ∧ inner ℂ ψ (T ψ) = 0 := by
  constructor
  · rw [norm_eq_sqrt_re_inner (𝕜 := ℂ), hT.anti, ← norm_eq_sqrt_re_inner, hψ]
  · have h := inner_reversal_antisymm hT ψ ψ
    linear_combination (1 / 2 : ℂ) * h

/-- If `A'` is the time-reversed partner of a symmetric operator `A`, its doublet matrix is
the trace of that of `A` times the identity, minus the doublet matrix of `A`. -/
theorem doubletMatrix_reversed {T : V →ₛₗ[starRingEnd ℂ] V} (hT : IsKramers T)
    {A A' : V →ₗ[ℂ] V} (hA : A.IsSymmetric) (hAA' : ∀ x, A' (T x) = T (A x)) (ψ : V) :
    doubletMatrix T A' ψ =
      (doubletMatrix T A ψ).trace • (1 : Matrix (Fin 2) (Fin 2) ℂ) - doubletMatrix T A ψ := by
  -- the action of the partner on `ψ` itself follows from `T² = -1`
  have hψ : A' ψ = -T (A (T ψ)) := by
    rw [← hAA', hT.sq, map_neg, neg_neg]
  -- diagonal elements are exchanged, off-diagonal ones change sign
  have h00 : inner ℂ ψ (A' ψ) = inner ℂ (T ψ) (A (T ψ)) := by
    rw [hψ, inner_neg_right, inner_reversal_antisymm hT, neg_neg]
    exact hA _ _
  have h01 : inner ℂ ψ (A' (T ψ)) = -inner ℂ ψ (A (T ψ)) := by
    rw [hAA', inner_reversal_antisymm hT]
    exact congrArg Neg.neg (hA _ _)
  have h10 : inner ℂ (T ψ) (A' ψ) = -inner ℂ (T ψ) (A ψ) := by
    rw [hψ, inner_neg_right, hT.anti]
    exact congrArg Neg.neg (hA _ _)
  have h11 : inner ℂ (T ψ) (A' (T ψ)) = inner ℂ ψ (A ψ) := by
    rw [hAA', hT.anti]
    exact hA _ _
  ext i j
  fin_cases i <;> fin_cases j <;>
    simp [doubletMatrix, Matrix.trace_fin_two, h00, h01, h10, h11]

/-- A symmetric operator that anticommutes with time reversal has a traceless doublet matrix. -/
theorem odd_trace_zero {T : V →ₛₗ[starRingEnd ℂ] V} (hT : IsKramers T)
    {A : V →ₗ[ℂ] V} (hA : A.IsSymmetric) (hodd : ∀ x, A (T x) = -T (A x)) (ψ : V) :
    (doubletMatrix T A ψ).trace = 0 := by
  have h : inner ℂ (T ψ) (A (T ψ)) = -inner ℂ ψ (A ψ) := by
    rw [hodd, inner_neg_right, hT.anti]
    exact congrArg Neg.neg (hA _ _)
  simp [doubletMatrix, Matrix.trace_fin_two, h]

/-- The doublet matrix of a symmetric operator that anticommutes with time reversal is
`b · σ`, with `b` its real effective field. -/
theorem odd_eq_pauliDot {T : V →ₛₗ[starRingEnd ℂ] V} (hT : IsKramers T)
    {A : V →ₗ[ℂ] V} (hA : A.IsSymmetric) (hodd : ∀ x, A (T x) = -T (A x)) (ψ : V) :
    doubletMatrix T A ψ = pauliDot (effectiveField T A ψ) := by
  have htr := odd_trace_zero hT hA hodd ψ
  rw [Matrix.trace_fin_two] at htr
  change inner ℂ ψ (A ψ) + inner ℂ (T ψ) (A (T ψ)) = 0 at htr
  -- symmetry makes the expectation value real and the off-diagonal elements conjugate
  have hre : (((inner ℂ ψ (A ψ)).re : ℝ) : ℂ) = inner ℂ ψ (A ψ) := by
    apply Complex.conj_eq_iff_re.mp
    rw [inner_conj_symm]
    exact hA _ _
  have h10 : inner ℂ (T ψ) (A ψ) = conj (inner ℂ ψ (A (T ψ))) := by
    rw [inner_conj_symm]
    exact (hA _ _).symm
  have h11 : inner ℂ (T ψ) (A (T ψ)) = -inner ℂ ψ (A ψ) := by
    linear_combination htr
  ext i j
  fin_cases i <;> fin_cases j
  · exact hre.symm
  · change inner ℂ ψ (A (T ψ)) = _
    apply Complex.ext <;> simp [pauliDot, effectiveField]
  · change inner ℂ (T ψ) (A ψ) = _
    rw [h10]
    apply Complex.ext <;> simp [pauliDot, effectiveField, -inner_conj_symm]
  · change inner ℂ (T ψ) (A (T ψ)) = -(((inner ℂ ψ (A ψ)).re : ℝ) : ℂ)
    rw [h11, hre]

/-- For three time-odd magnetic moments `μ k` in a field `B`, the doublet matrix of
`∑ k, B k μ k` is a spin Hamiltonian whose effective field is linear in `B`. -/
theorem zeeman_spin_hamiltonian {T : V →ₛₗ[starRingEnd ℂ] V} (hT : IsKramers T)
    {μ : Fin 3 → V →ₗ[ℂ] V} (hμ : ∀ k, (μ k).IsSymmetric)
    (hodd : ∀ k x, μ k (T x) = -T (μ k x)) (B : Fin 3 → ℝ) (ψ : V) :
    doubletMatrix T (∑ k, (B k : ℂ) • μ k) ψ =
      pauliDot (fun j => ∑ k, B k * effectiveField T (μ k) ψ j) := by
  have hlin : doubletMatrix T (∑ k, (B k : ℂ) • μ k) ψ =
      ∑ k, (B k : ℂ) • doubletMatrix T (μ k) ψ := by
    ext i j
    fin_cases i <;> fin_cases j <;>
      simp [doubletMatrix, Fin.sum_univ_three]
  have h := fun k => odd_eq_pauliDot hT (hμ k) (hodd k) ψ
  rw [hlin]
  simp only [h]
  generalize (fun k => effectiveField T (μ k) ψ) = g
  ext i j
  fin_cases i <;> fin_cases j <;> simp [pauliDot, Fin.sum_univ_three] <;> ring

/-- The secular equation of `b · σ` has exactly the roots plus and minus the length of `b`. -/
theorem pauliDot_secular (b : Fin 3 → ℝ) (E : ℂ) :
    (E • (1 : Matrix (Fin 2) (Fin 2) ℂ) - pauliDot b).det = 0 ↔
      E = (√(∑ j, b j ^ 2) : ℝ) ∨ E = -(√(∑ j, b j ^ 2) : ℝ) := by
  have hs : ((√(∑ j, b j ^ 2) : ℝ) : ℂ) ^ 2 = (b 0 : ℂ) ^ 2 + (b 1 : ℂ) ^ 2 + (b 2 : ℂ) ^ 2 := by
    rw [← Complex.ofReal_pow, Real.sq_sqrt (Finset.sum_nonneg fun j _ => sq_nonneg (b j)),
      Fin.sum_univ_three]
    push_cast
    rfl
  generalize √(∑ j, b j ^ 2) = s at hs ⊢
  -- the determinant factorises
  have hdet : (E • (1 : Matrix (Fin 2) (Fin 2) ℂ) - pauliDot b).det = (E - s) * (E + s) := by
    rw [Matrix.det_fin_two]
    simp [pauliDot]
    linear_combination hs + (b 1 : ℂ) ^ 2 * Complex.I_sq
  rw [hdet, mul_eq_zero, sub_eq_zero, add_eq_zero_iff_eq_neg]

/-- Time reversal of a single spin one-half: `(a, b)` goes to `(-b*, a*)`. -/
def spinReversal : EuclideanSpace ℂ (Fin 2) →ₛₗ[starRingEnd ℂ] EuclideanSpace ℂ (Fin 2) where
  toFun x := !₂[-conj (x 1), conj (x 0)]
  map_add' x y := by ext i; fin_cases i <;> simp; ring
  map_smul' c x := by ext i; fin_cases i <;> simp

/-- The Pauli operator `σ_z` on a single spin one-half. -/
def spinZ : EuclideanSpace ℂ (Fin 2) →ₗ[ℂ] EuclideanSpace ℂ (Fin 2) where
  toFun x := !₂[x 0, -x 1]
  map_add' x y := by ext i; fin_cases i <;> simp; ring
  map_smul' c x := by ext i; fin_cases i <;> simp

/-- Spin one-half time reversal is a Kramers time reversal, `σ_z` is symmetric and
anticommutes with it, and the doublet matrix of `σ_z` for the state `(1, 0)` is `diag(1, -1)`. -/
theorem spin_half_witness :
    IsKramers spinReversal ∧ spinZ.IsSymmetric ∧
      (∀ x, spinZ (spinReversal x) = -spinReversal (spinZ x)) ∧
      doubletMatrix spinReversal spinZ !₂[1, 0] = !![1, 0; 0, -1] := by
  refine ⟨⟨fun x y => ?_, fun x => ?_⟩, fun x y => ?_, fun x => ?_, ?_⟩
  · simp [spinReversal, PiLp.inner_apply, Fin.sum_univ_two]
    ring
  · ext i
    fin_cases i <;> simp [spinReversal]
  · simp [spinZ, PiLp.inner_apply, Fin.sum_univ_two]
  · ext i
    fin_cases i <;> simp [spinReversal, spinZ]
  · ext i j
    fin_cases i <;> fin_cases j <;>
      simp [doubletMatrix, spinReversal, spinZ, PiLp.inner_apply, Fin.sum_univ_two,
        EuclideanSpace.norm_eq]

end

end KramersDoubletOperators
```

```lean
#print axioms KramersDoubletOperators.doubletMatrix_reversed
#print axioms KramersDoubletOperators.odd_trace_zero
#print axioms KramersDoubletOperators.zeeman_spin_hamiltonian
#print axioms KramersDoubletOperators.pauliDot_secular
```

```
'KramersDoubletOperators.doubletMatrix_reversed' depends on axioms: [propext, Classical.choice, Quot.sound]
'KramersDoubletOperators.odd_trace_zero' depends on axioms: [propext, Classical.choice, Quot.sound]
'KramersDoubletOperators.zeeman_spin_hamiltonian' depends on axioms: [propext, Classical.choice, Quot.sound]
'KramersDoubletOperators.pauliDot_secular' depends on axioms: [propext, Classical.choice, Quot.sound]
```

## Reading the statements

`IsKramers T` holds the two postulates, and `→ₛₗ[starRingEnd ℂ]` encodes conjugate linearity. `V` may be finite- or infinite-dimensional, though the postulates force a finite dimension to be even; operators are defined on all of `V`. `IsSymmetric` means \(\langle Ax,y\rangle=\langle x,Ay\rangle\). Only `doublet_orthonormal` assumes \(\|\psi\|=1\); the other identities hold for the array `doubletMatrix` with any `ψ`, though normalisation is needed to read it as a matrix in an orthonormal basis.

## How the proof follows the algebra

`inner_reversal_antisymm` is the sign rule. `doublet_orthonormal` uses it with \(x=y=\psi\) for orthogonality, and the first postulate for the norm. In `doubletMatrix_reversed`, `h00` to `h11` are the four displayed lines, each ending with the symmetry `hA`. The scalar form for even operators follows by taking `A' = A`; it is not stated as a separate theorem.

`odd_trace_zero` gets \(M_{11}=-M_{00}\) from anticommutation, the first postulate and the symmetry of \(A\), without using `doubletMatrix_reversed`. `odd_eq_pauliDot` adds reality (`hre`) and conjugacy (`h10`), then compares entries. `zeeman_spin_hamiltonian` first proves linearity in `hlin`, then applies the Pauli form to each moment. `pauliDot_secular` factors the determinant as \((E-s)(E+s)\) with \(s=|b|\).

`spin_half_witness` checks the hypotheses on a concrete case: \(T(a,b)=(-b^*,a^*)\) and \(\sigma_z\), with doublet matrix \(\operatorname{diag}(1,-1)\) for the state \((1,0)\).
